# Every bond of a stationary harmonic chain with Langevin baths at its two ends carries the same heat current

A chain of $N\ge 2$ atoms of unit mass is joined by unit springs, with a fixed wall beyond each end. The first atom is in contact with a Langevin bath at temperature $T_L$, the last with one at $T_R$, both with friction $g$. How much heat flows?

Atoms are numbered $0,\dots,N-1$, as in the Lean code, and $k_B=1$. With displacements $q$ and momenta $p$,

$$dq=p\,dt,\qquad dp=-(\Phi q+Rp)\,dt+\text{noise},$$

where $\Phi=\mathrm{tridiag}(-1,2,-1)$ and $R$ is diagonal, with entries $r_0=r_{N-1}=g$ and zeros between. The noise covariance per unit time is $2D$, with $D$ diagonal, $d_0=gT_L$, $d_{N-1}=gT_R$ and zeros between. This is the fluctuation–dissipation relation: either bath alone would bring its atom to the bath temperature.

The covariance has blocks $X=\langle qq^T\rangle$, $Z=\langle qp^T\rangle$ and $Y=\langle pp^T\rangle$. In a stationary state

$$AC+CA^T=\begin{pmatrix}0&0\\0&2D\end{pmatrix},\quad A=\begin{pmatrix}0&-I\\\Phi&R\end{pmatrix},\quad C=\begin{pmatrix}X&Z\\Z^T&Y\end{pmatrix}.$$

## Three expressions for one current

Any solution has $Z^T=-Z$, and on every bond

$$J=Z_{i,i+1}=g(T_L-Y_{00})=g(Y_{N-1,N-1}-T_R).$$

Here $J$ is the heat current from left to right. The spring between $i$ and $i+1$ does work on atom $i+1$ at the mean rate $\langle(q_i-q_{i+1})p_{i+1}\rangle=Z_{i,i+1}$, since $Z_{i+1,i+1}=0$.

## Reading the current from a covariance or a trajectory

A harmonic transport code can pass $A$ and $\mathrm{diag}(0,2D)$ to a Lyapunov solver and read $J$ from any entry $Z_{i,i+1}$, or from the kinetic temperature of an end atom. For three atoms with $g=1$, $T_L=20$ and $T_R=4$, a solution has $Y_{00}=17$, $Y_{22}=7$ and $Z_{01}=Z_{12}=3$. The left bath gives $20-17=3$ and the right bath receives $7-4=3$.

In a molecular dynamics run of this chain the same quantities are estimated by time averages: $g(T_L-p_0^2)$ for the thermostat and $q_ip_{i+1}$ for a bond. For this finite, classical, harmonic chain, their exact stationary means agree.

## From the block equations to a uniform current

Multiplying out the blocks gives

$$Z+Z^T=0,\qquad Y=X\Phi^T+ZR,\qquad \Phi Z+(\Phi Z)^T+RY+YR=2D.$$

Half of diagonal entry $i$ of the last equation is $(\Phi Z)_{ii}+r_iY_{ii}=d_i$. By antisymmetry, $(\Phi Z)_{ii}=\sum_j\Phi_{ij}Z_{ji}=-\sum_j\Phi_{ij}Z_{ij}$, so

$$\sum_j(-\Phi_{ij})Z_{ij}=d_i-r_iY_{ii}.$$

This is the energy balance of atom $i$. Since $Z_{ii}=0$, only its neighbours contribute:

- At atom $0$, $Z_{01}=g(T_L-Y_{00})$.
- At an interior atom, $Z_{i,i+1}+Z_{i,i-1}=0$, hence $Z_{i,i+1}=Z_{i-1,i}$.
- At the last atom, $Z_{N-1,N-2}=g(T_R-Y_{N-1,N-1})$, hence $Z_{N-2,N-1}=g(Y_{N-1,N-1}-T_R)$.

The interior relation carries the first value to every bond, and the last relation gives its second form.

Equating the two forms for $g\ne0$ gives $Y_{00}+Y_{N-1,N-1}=T_L+T_R$. If $g\ge0$ and both end variances are nonnegative, then $-gT_R\le J\le gT_L$. For positive friction and bath temperatures, these bounds alone leave the direction of the current open.

**Two atoms.** Let $X$ be symmetric. The off-diagonal momentum equations give $gY_{01}=gY_{10}=0$. For $g\ne0$ the mixed block then yields $X_{00}=2X_{01}+gJ$ and $X_{11}=2X_{01}-gJ$, while $Y_{00}-Y_{11}=2(X_{00}-X_{11})=4gJ$. Adding the two bath formulas gives $2J=g(T_L-T_R)-4g^2J$, so

$$J=\frac{g(T_L-T_R)}{2(1+2g^2)}.$$

At $g=0$ both sides vanish. The current grows as $g(T_L-T_R)/2$ at weak friction and falls as $(T_L-T_R)/(4g)$ at strong friction.

## The chain and its covariance in Lean

```lean
import Mathlib

open Matrix

namespace HarmonicChainHeatCurrent

noncomputable section

variable {ι : Type*} [Fintype ι] [DecidableEq ι]

/-- The matrix `A` for which the Langevin dynamics `dq = p dt`, `dp = -(Φ q + r p) dt + noise` reads
`d(q, p) = -A (q, p) dt + noise`, for unit masses with force matrix `Φ` and site frictions `r`. -/
def drift (Φ : Matrix ι ι ℝ) (r : ι → ℝ) : Matrix (ι ⊕ ι) (ι ⊕ ι) ℝ :=
  fromBlocks 0 (-1) Φ (diagonal r)

/-- Stationarity (Lyapunov) equation `A C + C Aᵀ = diag(0, 2D)` for the covariance with blocks
`X = ⟨q qᵀ⟩`, `Z = ⟨q pᵀ⟩`, `Y = ⟨p pᵀ⟩` and site noise strengths `d`. -/
def Stationary (Φ : Matrix ι ι ℝ) (r d : ι → ℝ) (X Z Y : Matrix ι ι ℝ) : Prop :=
  drift Φ r * fromBlocks X Z Zᵀ Y + fromBlocks X Z Zᵀ Y * (drift Φ r)ᵀ =
    fromBlocks 0 0 0 ((2 : ℝ) • diagonal d)

/-- Force matrix `tridiag(-1, 2, -1)` of `N` atoms joined by unit springs, with fixed walls. -/
def springs (N : ℕ) : Matrix (Fin N) (Fin N) ℝ := fun i j =>
  if i = j then 2 else if (i : ℕ) + 1 = j ∨ (j : ℕ) + 1 = i then -1 else 0

/-- Site profile with value `a` on the first atom, `b` on the last atom of a chain of at least
two atoms, and zero in between. -/
def ends (N : ℕ) (a b : ℝ) : Fin N → ℝ := fun i =>
  if (i : ℕ) = 0 then a else if (i : ℕ) + 1 = N then b else 0

/-- In a stationary state of any harmonic network the position-momentum correlations are
antisymmetric, and the mixed and momentum blocks of the Lyapunov equation take the form shown. -/
theorem moment_equations {Φ X Z Y : Matrix ι ι ℝ} {r d : ι → ℝ}
    (h : Stationary Φ r d X Z Y) :
    Zᵀ = -Z ∧ Y = X * Φᵀ + Z * diagonal r ∧
      Φ * Z + (Φ * Z)ᵀ + diagonal r * Y + Y * diagonal r = (2 : ℝ) • diagonal d := by
  simp only [Stationary, drift, fromBlocks_transpose, fromBlocks_multiply, fromBlocks_add,
    fromBlocks_inj, transpose_zero, transpose_neg, transpose_one, diagonal_transpose,
    Matrix.zero_mul, Matrix.mul_zero, Matrix.neg_mul, Matrix.mul_neg, Matrix.one_mul,
    Matrix.mul_one, zero_add] at h
  obtain ⟨h1, h2, -, h4⟩ := h
  refine ⟨?_, ?_, ?_⟩
  · linear_combination (norm := module) (-1 : ℝ) • h1
  · linear_combination (norm := module) (-1 : ℝ) • h2
  · rw [transpose_mul, ← h4]
    abel

/-- Energy balance at a site of any stationary harmonic network: the heat leaving site `i`
through the springs equals the noise input minus the frictional loss. -/
theorem site_balance {Φ X Z Y : Matrix ι ι ℝ} {r d : ι → ℝ}
    (h : Stationary Φ r d X Z Y) (i : ι) :
    ∑ j, -Φ i j * Z i j = d i - r i * Y i i := by
  obtain ⟨h1, -, h3⟩ := moment_equations h
  have e := congrFun (congrFun h3 i) i
  simp only [Matrix.add_apply, transpose_apply, diagonal_mul, mul_diagonal, Matrix.smul_apply,
    diagonal_apply_eq, smul_eq_mul] at e
  have s : ∑ j, -Φ i j * Z i j = (Φ * Z) i i := by
    rw [Matrix.mul_apply]
    refine Finset.sum_congr rfl fun j _ => ?_
    have hj : Z j i = -Z i j := congrFun (congrFun h1 i) j
    rw [hj]
    ring
  linarith

/-- If `f` vanishes at atom `i` of the chain, the sum of `-Φ i j * f j` over all atoms `j`, with
`Φ = springs N`, is the sum of the values of `f` at the right and left neighbours of `i`, a missing
neighbour counting as zero. -/
theorem springs_row {N : ℕ} (f : Fin N → ℝ) (i : Fin N) (hi : f i = 0) :
    ∑ j, -springs N i j * f j =
      (∑ j : Fin N, if (i : ℕ) + 1 = j then f j else 0) +
        ∑ j : Fin N, if (j : ℕ) + 1 = i then f j else 0 := by
  rw [← Finset.sum_add_distrib]
  refine Finset.sum_congr rfl fun j _ => ?_
  by_cases h : i = j
  · subst h
    simp [hi]
  · by_cases h1 : (i : ℕ) + 1 = j
    · have h2 : ¬ (j : ℕ) + 1 = i := by omega
      simp [springs, h, h1, h2]
    · by_cases h2 : (j : ℕ) + 1 = i <;> simp [springs, h, h1, h2]

/-- Uniform heat current: in a stationary chain of `n + 2` atoms with end friction `g` and bath
temperatures `TL`, `TR`, the matrix `Z = ⟨q pᵀ⟩` is antisymmetric, and on every bond its entry
equals both the heat taken from the left bath and the heat given to the right bath. -/
theorem bond_current {n : ℕ} {g TL TR : ℝ} {X Z Y : Matrix (Fin (n + 2)) (Fin (n + 2)) ℝ}
    (h : Stationary (springs (n + 2)) (ends (n + 2) g g) (ends (n + 2) (g * TL) (g * TR)) X Z Y) :
    Zᵀ = -Z ∧ ∀ k : Fin (n + 1),
      Z k.castSucc k.succ = g * (TL - Y 0 0) ∧
      Z k.castSucc k.succ = g * (Y (Fin.last (n + 1)) (Fin.last (n + 1)) - TR) := by
  have hZ := (moment_equations h).1
  have hs : ∀ i j, Z j i = -Z i j := fun i j => congrFun (congrFun hZ i) j
  -- energy balance, written with the two neighbours of each atom
  have hb := fun i => (springs_row (Z i) i (by linarith [hs i i])).symm.trans (site_balance h i)
  have hr : ∀ (f : Fin (n + 2) → ℝ) (k : Fin (n + 1)),
      (∑ j : Fin (n + 2), if (k.castSucc : ℕ) + 1 = j then f j else 0) = f k.succ := by
    intro f k
    rw [Finset.sum_eq_single k.succ]
    · exact if_pos rfl
    · exact fun j _ hj => if_neg fun e => hj (Fin.ext e.symm)
    · exact fun e => absurd (Finset.mem_univ _) e
  have hl : ∀ (f : Fin (n + 2) → ℝ) (k : Fin (n + 1)),
      (∑ j : Fin (n + 2), if (j : ℕ) + 1 = k.succ then f j else 0) = f k.castSucc := by
    intro f k
    rw [Finset.sum_eq_single k.castSucc]
    · exact if_pos rfl
    · intro j _ hj
      refine if_neg fun e => hj (Fin.ext ?_)
      have e' : (j : ℕ) + 1 = (k : ℕ) + 1 := e
      exact (Nat.add_right_cancel e' : (j : ℕ) = (k : ℕ))
    · exact fun e => absurd (Finset.mem_univ _) e
  -- the current is carried unchanged from the left end across each interior atom
  have left : ∀ k : Fin (n + 1), Z k.castSucc k.succ = g * (TL - Y 0 0) := by
    intro k
    induction k using Fin.induction with
    | zero =>
      have h0 := hb (Fin.castSucc 0)
      have hl0 : (∑ j : Fin (n + 2), if (j : ℕ) + 1 = (Fin.castSucc (0 : Fin (n + 1)) : ℕ)
          then Z (Fin.castSucc 0) j else 0) = 0 := by simp
      have he : ∀ a b, ends (n + 2) a b (Fin.castSucc 0) = a := by
        intro a b
        simp [ends]
      rw [hr (Z _) 0, hl0, he, he] at h0
      have h0' : Z (Fin.castSucc 0) (Fin.succ 0) + 0 = g * TL - g * Y 0 0 := h0
      linarith
    | succ k ih =>
      have h1 := hb k.succ.castSucc
      have hl1 : (∑ j : Fin (n + 2), if (j : ℕ) + 1 = (k.succ.castSucc : ℕ)
          then Z k.succ.castSucc j else 0) = Z k.succ.castSucc k.castSucc.castSucc :=
        hl (Z _) k.castSucc
      have he : ∀ a b, ends (n + 2) a b k.succ.castSucc = 0 := by
        intro a b
        have hk := k.isLt
        unfold ends
        rw [if_neg, if_neg] <;> simp
        omega
      rw [hr (Z _) k.succ, hl1, he, he] at h1
      have ih' : Z k.castSucc.castSucc k.succ.castSucc = g * (TL - Y 0 0) := ih
      linarith [hs k.castSucc.castSucc k.succ.castSucc]
  -- the balance at the last atom fixes the same current from the right
  have h2 := hb (Fin.last n).succ
  have hr2 : (∑ j : Fin (n + 2), if ((Fin.last n).succ : ℕ) + 1 = j
      then Z (Fin.last n).succ j else 0) = 0 := by
    refine Finset.sum_eq_zero fun j _ => if_neg ?_
    have hj := j.isLt
    simp only [Fin.val_succ, Fin.val_last]
    omega
  have he : ∀ a b, ends (n + 2) a b (Fin.last n).succ = b := by
    intro a b
    simp [ends]
  rw [hr2, hl (Z _) (Fin.last n), he, he] at h2
  have h2' : 0 + Z (Fin.last n).succ (Fin.last n).castSucc =
      g * TR - g * Y (Fin.last (n + 1)) (Fin.last (n + 1)) := h2
  refine ⟨hZ, fun k => ⟨left k, ?_⟩⟩
  linarith [left k, left (Fin.last n), hs (Fin.last n).castSucc (Fin.last n).succ]

/-- In a stationary chain with nonzero end friction, the kinetic temperatures of the two end atoms
add up to the sum of the bath temperatures. -/
theorem end_temperatures {n : ℕ} {g TL TR : ℝ} {X Z Y : Matrix (Fin (n + 2)) (Fin (n + 2)) ℝ}
    (hg : g ≠ 0)
    (h : Stationary (springs (n + 2)) (ends (n + 2) g g) (ends (n + 2) (g * TL) (g * TR)) X Z Y) :
    Y 0 0 + Y (Fin.last (n + 1)) (Fin.last (n + 1)) = TL + TR := by
  obtain ⟨h1, h2⟩ := (bond_current h).2 0
  have e := mul_left_cancel₀ hg (h1.symm.trans h2)
  linarith

/-- In a stationary chain with nonnegative end friction and nonnegative momentum variances of the
end atoms, the current on every bond lies between `-g TR` and `g TL`, whatever the length of the
chain. -/
theorem current_bounds {n : ℕ} {g TL TR : ℝ} {X Z Y : Matrix (Fin (n + 2)) (Fin (n + 2)) ℝ}
    (hg : 0 ≤ g) (hL : 0 ≤ Y 0 0) (hR : 0 ≤ Y (Fin.last (n + 1)) (Fin.last (n + 1)))
    (h : Stationary (springs (n + 2)) (ends (n + 2) g g) (ends (n + 2) (g * TL) (g * TR)) X Z Y)
    (k : Fin (n + 1)) :
    -(g * TR) ≤ Z k.castSucc k.succ ∧ Z k.castSucc k.succ ≤ g * TL := by
  obtain ⟨h1, h2⟩ := (bond_current h).2 k
  constructor
  · linarith [mul_nonneg hg hR]
  · linarith [mul_nonneg hg hL]

/-- Two atoms: if the position covariance is symmetric, the stationary heat current is
`g (TL - TR) / (2 (1 + 2 g²))`. -/
theorem two_atom_current {g TL TR : ℝ} {X Z Y : Matrix (Fin 2) (Fin 2) ℝ} (hX : X.IsSymm)
    (h : Stationary (springs 2) (ends 2 g g) (ends 2 (g * TL) (g * TR)) X Z Y) :
    Z 0 1 = g * (TL - TR) / (2 * (1 + 2 * g ^ 2)) := by
  obtain ⟨h1, h2, h3⟩ := moment_equations h
  have hJ : Z 0 1 = g * (TL - Y 0 0) := ((bond_current (n := 0) h).2 0).1
  have hK : Z 0 1 = g * (Y 1 1 - TR) := ((bond_current (n := 0) h).2 0).2
  have hx : X 1 0 = X 0 1 := hX.apply 0 1
  have hs : ∀ i j, Z j i = -Z i j := fun i j => congrFun (congrFun h1 i) j
  have z0 : Z 0 0 = 0 := by linarith [hs 0 0]
  have z1 : Z 1 1 = 0 := by linarith [hs 1 1]
  have hz := hs 0 1
  -- entries of the mixed block (`e`) and of the momentum block (`f`)
  have e (i j : Fin 2) := congrFun (congrFun h2 i) j
  have f (i j : Fin 2) := congrFun (congrFun h3 i) j
  simp only [Matrix.add_apply, transpose_apply, Matrix.smul_apply, smul_eq_mul,
    Matrix.mul_apply, Fin.sum_univ_two] at e f
  have e00 := e 0 0
  have e01 := e 0 1
  have e10 := e 1 0
  have e11 := e 1 1
  have f01 := f 0 1
  have f10 := f 1 0
  simp [springs, ends] at e00 e01 e10 e11 f01 f10
  -- friction times the momentum correlation of different atoms vanishes
  have y01 : g * Y 0 1 = 0 := by linarith
  have y10 : g * Y 1 0 = 0 := by linarith
  have p : g * X 0 0 = 2 * g * X 0 1 + g ^ 2 * Z 0 1 := by
    linear_combination g * e01 - y01
  have q : g * X 1 1 = 2 * g * X 0 1 - g ^ 2 * Z 0 1 := by
    linear_combination g * e10 - y10 + 2 * g * hx + g ^ 2 * hz
  rw [eq_div_iff (by positivity)]
  linear_combination hJ + hK - g * e00 + g * e11 - 2 * p + 2 * q - g * hx - g ^ 2 * z0 + g ^ 2 * z1

/-- An explicit stationary state of three atoms with friction `1` and bath temperatures `20` and
`4`; both bonds carry the current `3`. -/
theorem stationary_witness :
    Stationary (springs 3) (ends 3 1 1) (ends 3 (1 * 20) (1 * 4))
      !![12, 7, 3; 7, 12, 5; 3, 5, 6]
      !![0, 3, 1; -3, 0, 3; -1, -3, 0]
      !![17, -1, 0; -1, 12, 1; 0, 1, 7] := by
  simp only [Stationary, drift, fromBlocks_transpose, fromBlocks_multiply, fromBlocks_add,
    fromBlocks_inj]
  -- expand the products entrywise, then insert the numbers
  refine ⟨?_, ?_, ?_, ?_⟩ <;> ext i j <;>
    simp only [Matrix.add_apply, Matrix.mul_apply, Fin.sum_univ_three] <;>
    fin_cases i <;> fin_cases j <;>
    simp [springs, ends] <;> norm_num

end

end HarmonicChainHeatCurrent
```

```lean
#print axioms HarmonicChainHeatCurrent.bond_current
#print axioms HarmonicChainHeatCurrent.end_temperatures
#print axioms HarmonicChainHeatCurrent.current_bounds
#print axioms HarmonicChainHeatCurrent.two_atom_current
```

```
'HarmonicChainHeatCurrent.bond_current' depends on axioms: [propext, Classical.choice, Quot.sound]
'HarmonicChainHeatCurrent.end_temperatures' depends on axioms: [propext, Classical.choice, Quot.sound]
'HarmonicChainHeatCurrent.current_bounds' depends on axioms: [propext, Classical.choice, Quot.sound]
'HarmonicChainHeatCurrent.two_atom_current' depends on axioms: [propext, Classical.choice, Quot.sound]
```

## What holds for every stationary covariance, and where simulation begins

`Stationary` is the Lyapunov equation above, with `r` and `d` the diagonals of $R$ and $D$. The matrix called `drift` is $A$; the drift term of the stochastic equation is $-A(q,p)^T$. `springs` is $\Phi$, and `ends` builds the two site profiles. In `bond_current`, $N=n+2$, and bond `k` joins `k.castSucc` to `k.succ`, atoms $k$ and $k+1$.

That theorem holds for all real $g,T_L,T_R$ and needs neither symmetry of $X$ and $Y$ nor positivity of $C$. Symmetry of $X$ enters only in `two_atom_current`, and signs only in `current_bounds`.

The proof follows the derivation:

- `moment_equations` multiplies out the blocks and compares them, for any real force matrix and site frictions.
- `site_balance` takes a diagonal entry and uses antisymmetry.
- `springs_row` reduces a row sum to the two neighbours.
- `bond_current` evaluates those sums in `hr` and `hl`, then runs `Fin.induction` along the bonds; `linarith` finishes each step, with antisymmetry at every atom but the first. The last atom supplies the right-bath formula.
- `end_temperatures` cancels $g$, and `current_bounds` inserts the nonnegative variances.
- `two_atom_current` keeps a factor $g$ in its intermediate equations, so zero friction needs no separate case.
- `stationary_witness` checks the three-atom example entry by entry.

Existence of a solution is shown only for that example, and uniqueness is not addressed. The step from the stochastic dynamics to the Lyapunov equation is taken as the starting point. A simulation adds finite sampling and a finite time step, so its averages need not satisfy these identities exactly. Anharmonic forces and quantum baths lie beyond this model.
